# On [-1, 1], a polynomial solution of the Legendre equation with c > 0 has its largest magnitude at an endpoint

Let \(p\) be a real polynomial and \(c>0\) a real number with

\[
(1-X^2)\,p'' - 2X\,p' + c\,p = 0 .
\]

Then \(p(x)^2 \le \max\bigl(p(1)^2,\,p(-1)^2\bigr)\) for every \(x\in[-1,1]\), and if \(p\neq 0\) the inequality is strict for \(-1<x<1\).

The equation comes from separating the angular part of a central-field problem. With \(x=\cos\theta\), the function \(\Theta(\theta)=p(\cos\theta)\) is the polar factor of a state with magnetic quantum number \(m=0\), and \(c=\ell(\ell+1)\) is the eigenvalue of \(L^2/\hbar^2\), where \(\ell\) is the orbital quantum number. The condition \(c>0\) thus leaves out the isotropic s state. For one particle in a central potential, with \(m=0\) and \(\ell\ge1\), the result says that the probability density per unit solid angle is greatest along the quantisation axis.

One step from the physical state to the polynomial is taken from the usual theory: a solution that stays finite at both poles is a polynomial. The theorems start from the polynomial.

```lean
import Mathlib

open Polynomial

namespace LegendreSoninBound

noncomputable section
```

## The equation and an energy-like function

The Legendre equation is stated as an identity between polynomials in \(\mathbb R[X]\), not as a condition at selected points. In the Lean definition, `derivative` is the formal derivative and `C c` is the constant polynomial with value \(c\). Neither \(c=\ell(\ell+1)\) nor a normalisation of \(p\) is assumed, so \(p\) may be any multiple of the textbook \(P_\ell\), including zero.

```lean
/-- The Legendre equation `(1 - X²) p'' - 2 X p' + c p = 0` for a real polynomial `p`
with separation constant `c`. -/
def IsLegendreSolution (c : ℝ) (p : ℝ[X]) : Prop :=
  (1 - X ^ 2) * derivative (derivative p) - 2 * X * derivative p + C c * p = 0
```

In the angle \(\theta\) the equation reads \(\Theta''+\cot\theta\,\Theta'+c\,\Theta=0\), an oscillator with displacement \(\Theta\) in which \(\theta\) plays the part of time. Its friction coefficient \(\cot\theta\) is positive for \(0<\theta<\pi/2\) and negative for \(\pi/2<\theta<\pi\). This suggests following its "energy" \(\Theta^2+\Theta'^2/c\). Since \(\Theta'(\theta)=-\sin\theta\,p'(\cos\theta)\), this quantity in the variable \(x\) is the Sonin function

\[
f(x)=p(x)^2+\frac{(1-x^2)\,p'(x)^2}{c}.
\]

It is a real function, written with `eval`, which gives the value of a polynomial at a point.

```lean
/-- The Sonin function `p(x)² + (1 - x²) p'(x)² / c`. At `c = 0` Lean's division by zero makes the
second term zero. -/
def sonin (c : ℝ) (p : ℝ[X]) (x : ℝ) : ℝ :=
  p.eval x ^ 2 + (1 - x ^ 2) * (derivative p).eval x ^ 2 / c
```

A cubic shows that the hypotheses have a nonzero solution. For \(p=5X^3-3X\) we have \(p'=15X^2-3\) and \(p''=30X\), so

\[
(1-X^2)\,30X-2X(15X^2-3)+12(5X^3-3X)=0 .
\]

This \(p\) is \(2P_3\), so its endpoint values \(\pm2\) correspond to \(P_3(\pm1)=\pm1\).

```lean
variable {c : ℝ} {p : ℝ[X]}

/-- The cubic `5 X³ - 3 X` solves the Legendre equation with `c = 12`. -/
theorem isLegendreSolution_witness :
    IsLegendreSolution 12 (5 * X ^ 3 - 3 * X) := by
  have hC : (C (2 : ℝ) : ℝ[X]) = 2 := map_ofNat C 2
  have h12 : (C (12 : ℝ) : ℝ[X]) = 12 := map_ofNat C 12
  have h1 : derivative (5 * X ^ 3 - 3 * X : ℝ[X]) = 15 * X ^ 2 - 3 := by
    simp [derivative_mul]
    linear_combination (5 * X ^ 2) * hC
  have h2 : derivative (15 * X ^ 2 - 3 : ℝ[X]) = 30 * X := by
    simp [derivative_mul]
    ring
  unfold IsLegendreSolution
  rw [h1, h2, h12]
  ring
```

## The derivative of the Sonin function

The product rule gives

\[
f'=2pp'+\frac{-2x\,p'^2+2(1-x^2)\,p'p''}{c}.
\]

The equation at \(x\) says \((1-x^2)p''=2xp'-cp\). Inserting this turns the last term into \(4xp'^2/c-2pp'\), and therefore

\[
f'(x)=\frac{2x\,p'(x)^2}{c}.
\]

In the proof, `ode` is the polynomial equation evaluated at \(x\), and `key` is the derivative as the product rule delivers it. What remains is to show that this expression equals the short one.

```lean
/-- For a polynomial solution of the Legendre equation with `c ≠ 0`, the Sonin function
has derivative `2 x p'(x)² / c`. -/
theorem hasDerivAt_sonin (hc : c ≠ 0) (h : IsLegendreSolution c p) (x : ℝ) :
    HasDerivAt (sonin c p) (2 * x * (derivative p).eval x ^ 2 / c) x := by
  -- the differential equation at the point `x`
  have ode : (1 - x ^ 2) * (derivative (derivative p)).eval x
      - 2 * x * (derivative p).eval x + c * p.eval x = 0 := by
    unfold IsLegendreSolution at h
    have h' := congrArg (Polynomial.eval x) h
    simpa using h'
  have h0 := p.hasDerivAt x
  have h1 := (derivative p).hasDerivAt x
  have hw : HasDerivAt (fun y : ℝ => 1 - y ^ 2) (-(2 * x)) x := by
    simpa using (hasDerivAt_pow 2 x).const_sub 1
  have key := (h0.fun_pow 2).fun_add ((hw.fun_mul (h1.fun_pow 2)).div_const c)
  refine key.congr_deriv ?_
  have e : (2 : ℕ) - 1 = 1 := rfl
  have hcc : c * c⁻¹ = 1 := mul_inv_cancel₀ hc
  simp only [e, pow_one, Nat.cast_ofNat]
  -- the equation eliminates the second derivative
  linear_combination (2 * (derivative p).eval x / c) * ode
    - 2 * p.eval x * (derivative p).eval x * hcc
```

The closing tactic, `linear_combination`, deserves a closer look, because it carries the elimination of \(p''\). It is given known equations with coefficients, and it checks by ring algebra that the difference of the two sides of the goal is that combination of the differences of the known sides. Here the difference is

\[
2pp'+\frac{2p'}{c}\bigl[(1-x^2)p''-2xp'\bigr]
=\frac{2p'}{c}\bigl[(1-x^2)p''-2xp'+cp\bigr]-2pp'\,(c\,c^{-1}-1).
\]

The first bracket on the right vanishes by `ode`, and the second by `hcc`, which states \(c\,c^{-1}=1\). The second equation is supplied separately because ring algebra does not cancel \(c\) against its inverse without knowing that \(c\ne0\). The coefficients in the code are the multipliers one would use by hand.

## Growth away from the equator

For \(c>0\) the sign of \(f'\) is the sign of \(x\), or zero. On \(x\ge0\) we have \(f'\ge0\), so \(f\) is nondecreasing. `Set.Ici 0` is the half-line \([0,\infty)\), and `monotoneOn_of_deriv_nonneg` passes from the sign of the derivative in the interior to monotonicity on the whole set.

```lean
/-- For `c > 0` the Sonin function of a polynomial Legendre solution increases
(weakly) on `x ≥ 0`. -/
theorem sonin_monotoneOn (hc : 0 < c) (h : IsLegendreSolution c p) :
    MonotoneOn (sonin c p) (Set.Ici 0) := by
  have hd := hasDerivAt_sonin hc.ne' h
  refine monotoneOn_of_deriv_nonneg (convex_Ici 0)
    (fun x _ => (hd x).continuousAt.continuousWithinAt)
    (fun x _ => (hd x).differentiableAt.differentiableWithinAt) (fun x hx => ?_)
  rw [interior_Ici] at hx
  have hx0 : 0 < x := hx
  rw [(hd x).deriv]
  positivity
```

On \(x\le0\), the set `Set.Iic 0`, we have \(f'\le0\), so \(f\) is nonincreasing.

```lean
/-- For `c > 0` the Sonin function of a polynomial Legendre solution decreases
(weakly) on `x ≤ 0`. -/
theorem sonin_antitoneOn (hc : 0 < c) (h : IsLegendreSolution c p) :
    AntitoneOn (sonin c p) (Set.Iic 0) := by
  have hd := hasDerivAt_sonin hc.ne' h
  refine antitoneOn_of_deriv_nonpos (convex_Iic 0)
    (fun x _ => (hd x).continuousAt.continuousWithinAt)
    (fun x _ => (hd x).differentiableAt.differentiableWithinAt) (fun x hx => ?_)
  rw [interior_Iic] at hx
  have hx0 : x < 0 := hx
  rw [(hd x).deriv]
  refine div_nonpos_of_nonpos_of_nonneg ?_ hc.le
  nlinarith [mul_nonneg (neg_nonneg.2 hx0.le) (sq_nonneg ((derivative p).eval x))]
```

## From the poles to the interval

On \([-1,1]\) the weight \(1-x^2\) is nonnegative, so the second term of \(f\) is too, and

\[
p(x)^2\le f(x).
\]

This holds for any polynomial, whether or not it solves the equation.

```lean
/-- For `c > 0` and `x` in `[-1, 1]`, the Sonin function is at least `p(x)²`. -/
theorem sq_le_sonin (hc : 0 < c) (p : ℝ[X]) {x : ℝ} (hx : x ∈ Set.Icc (-1 : ℝ) 1) :
    p.eval x ^ 2 ≤ sonin c p x := by
  have hw : 0 ≤ 1 - x ^ 2 := by nlinarith [hx.1, hx.2]
  have : 0 ≤ (1 - x ^ 2) * (derivative p).eval x ^ 2 / c := by positivity
  unfold sonin
  linarith
```

At \(x=\pm1\) the weight vanishes and \(f(\pm1)=p(\pm1)^2\). If \(0\le x\le1\), then \(f(x)\le f(1)=p(1)^2\). If \(-1\le x\le0\), then \(f(x)\le f(-1)=p(-1)^2\). Either way,

\[
f(x)\le M,\qquad M=\max\bigl(p(1)^2,\,p(-1)^2\bigr).
\]

The proof makes the same split with `le_total 0 x`.

```lean
/-- For `c > 0`, the Sonin function of a polynomial Legendre solution is bounded on
`[-1, 1]` by the larger of `p(1)²` and `p(-1)²`. -/
theorem sonin_le_max (hc : 0 < c) (h : IsLegendreSolution c p) {x : ℝ}
    (hx : x ∈ Set.Icc (-1 : ℝ) 1) :
    sonin c p x ≤ max (p.eval 1 ^ 2) (p.eval (-1) ^ 2) := by
  have e1 : sonin c p 1 = p.eval 1 ^ 2 := by simp [sonin]
  have e2 : sonin c p (-1) = p.eval (-1) ^ 2 := by simp [sonin]
  rw [← e1, ← e2]
  rcases le_total 0 x with h0 | h0
  · exact le_max_of_le_left
      (sonin_monotoneOn hc h (Set.mem_Ici.2 h0) (Set.mem_Ici.2 zero_le_one) hx.2)
  · exact le_max_of_le_right
      (sonin_antitoneOn hc h (Set.mem_Iic.2 (by norm_num)) (Set.mem_Iic.2 h0) hx.1)
```

Joining the two inequalities gives \(p(x)^2\le f(x)\le M\).

```lean
/-- A polynomial solution of the Legendre equation with `c > 0` satisfies
`p(x)² ≤ max (p(1)²) (p(-1)²)` for every `x` in `[-1, 1]`. -/
theorem sq_le_max_poles (hc : 0 < c) (h : IsLegendreSolution c p) {x : ℝ}
    (hx : x ∈ Set.Icc (-1 : ℝ) 1) :
    p.eval x ^ 2 ≤ max (p.eval 1 ^ 2) (p.eval (-1) ^ 2) :=
  (sq_le_sonin hc p hx).trans (sonin_le_max hc h hx)
```

With the textbook values \(P_\ell(1)=1\) and \(P_\ell(-1)=(-1)^\ell\), this becomes \(|P_\ell(x)|\le1\) for \(\ell\ge1\), which bounds each such angular factor \(P_\ell(\cos\gamma)\) in a multipole expansion, \(\gamma\) being the angle between the two position vectors.

## Slopes and successive extrema

The bound on \(f\) also limits the other term. Dropping \(p(x)^2\ge0\) from \(f(x)\le M\) and multiplying by \(c\) gives

\[
(1-x^2)\,p'(x)^2\le c\,M .
\]

The left side is \((d\Theta/d\theta)^2\), so the polar factor changes with angle at a rate of at most \(\sqrt{cM}\).

```lean
/-- Slope bound: for `c > 0` and `x` in `[-1, 1]`, a polynomial Legendre solution has
`(1 - x²) p'(x)²` at most `c` times the larger of `p(1)²` and `p(-1)²`. -/
theorem slope_sq_le (hc : 0 < c) (h : IsLegendreSolution c p) {x : ℝ}
    (hx : x ∈ Set.Icc (-1 : ℝ) 1) :
    (1 - x ^ 2) * (derivative p).eval x ^ 2
      ≤ c * max (p.eval 1 ^ 2) (p.eval (-1) ^ 2) := by
  have h1 := sonin_le_max hc h hx
  unfold sonin at h1
  rw [mul_comm c, ← div_le_iff₀ hc]
  linarith [sq_nonneg (p.eval x)]
```

At a critical point \(y\), where \(p'(y)=0\), the function \(f\) again reduces to \(p(y)^2\). For \(0\le x\le y\le1\) monotonicity yields

\[
p(x)^2\le f(x)\le f(y)=p(y)^2 .
\]

Applied to two critical points, this says that the extrema do not shrink in magnitude on the way from the equator \(x=0\) to the pole \(x=1\). The theorem is stated for this hemisphere only.

```lean
/-- For a polynomial Legendre solution with `c > 0`, the value of `p²` at a critical
point `y` in `[0, 1]` is at least its value at every `x` in `[0, y]`. -/
theorem sq_le_sq_of_critical (hc : 0 < c) (h : IsLegendreSolution c p) {x y : ℝ}
    (hx : 0 ≤ x) (hxy : x ≤ y) (hy : y ≤ 1) (hcrit : (derivative p).eval y = 0) :
    p.eval x ^ 2 ≤ p.eval y ^ 2 := by
  have e : sonin c p y = p.eval y ^ 2 := by simp [sonin, hcrit]
  rw [← e]
  exact (sq_le_sonin hc p ⟨by linarith, hxy.trans hy⟩).trans
    (sonin_monotoneOn hc h (Set.mem_Ici.2 hx) (Set.mem_Ici.2 (hx.trans hxy)) hxy)
```

## Strictness inside the interval

Equality at an interior point would force \(f\) to be constant on an interval, and a constant \(f\) leaves only the zero solution. Suppose \(f=k\) on \((a,b)\) with \(a<b\). Then \(f'(y)=0\) there, so

\[
\frac{2y\,p'(y)^2}{c}=0,\qquad\text{hence}\qquad y\,p'(y)=0 .
\]

The polynomial \(Xp'\) has infinitely many roots and is therefore zero, so \(p'=0\). The Legendre equation reduces to \(cp=0\), and \(p=0\) because \(c\neq0\).

In the proof, `unique` equates the two derivatives of \(f\) at \(y\), one from the formula above and one from local constancy. `Polynomial.eq_zero_of_infinite_isRoot` then turns vanishing on the interval `Set.Ioo a b` into a polynomial identity.

```lean
/-- If `c ≠ 0` and the Sonin function of a polynomial Legendre solution is constant on
a nonempty open interval, the solution is zero. -/
theorem eq_zero_of_sonin_const (hc : c ≠ 0) (h : IsLegendreSolution c p) {a b k : ℝ}
    (hab : a < b) (hk : ∀ y ∈ Set.Ioo a b, sonin c p y = k) : p = 0 := by
  -- `X p'` vanishes at every point of the interval
  have hX : X * derivative p = 0 := by
    refine Polynomial.eq_zero_of_infinite_isRoot _
      ((Set.Ioo_infinite hab).mono fun y hy => ?_)
    have ev : Filter.EventuallyEq (nhds y) (sonin c p) (fun _ => k) := by
      filter_upwards [Ioo_mem_nhds hy.1 hy.2] with z hz using hk z hz
    have h1 := (hasDerivAt_sonin hc h y).unique
      ((hasDerivAt_const y k).congr_of_eventuallyEq ev)
    have h2 := (div_eq_zero_iff.1 h1).resolve_right hc
    change Polynomial.eval y (X * derivative p) = 0
    rw [eval_mul, eval_X]
    rcases mul_eq_zero.1 h2 with h3 | h3
    · have hy0 : y = 0 := by linarith
      rw [hy0, zero_mul]
    · rw [(pow_eq_zero_iff two_ne_zero).1 h3, mul_zero]
  have hp' : derivative p = 0 := (mul_eq_zero.1 hX).resolve_left X_ne_zero
  -- the equation reduces to `c p = 0`
  unfold IsLegendreSolution at h
  simpa [hp', hc] using h
```

Now let \(-1<x<1\) and suppose that \(p(x)^2\ge M\). Then \(M\le p(x)^2\le f(x)\). If \(x\ge0\), every \(y\in(x,1)\) satisfies

\[
f(x)\le f(y)\le M\le f(x),
\]

so \(f\) is constant on \((x,1)\) and \(p=0\). If \(x\le0\), the same argument works on \((-1,x)\), where \(f\) is nonincreasing. For a nonzero \(p\) this is a contradiction. The two calls of `le_antisymm` assemble the chain of inequalities in each case.

```lean
/-- For a nonzero polynomial Legendre solution with `c > 0`, the bound by the larger of
`p(1)²` and `p(-1)²` is strict at every `x` in the open interval `(-1, 1)`. -/
theorem sq_lt_max_poles (hc : 0 < c) (h : IsLegendreSolution c p) (hp : p ≠ 0) {x : ℝ}
    (hx : x ∈ Set.Ioo (-1 : ℝ) 1) :
    p.eval x ^ 2 < max (p.eval 1 ^ 2) (p.eval (-1) ^ 2) := by
  by_contra hcon
  have hmax := (not_lt.1 hcon).trans (sq_le_sonin hc p ⟨hx.1.le, hx.2.le⟩)
  apply hp
  -- equality would freeze the Sonin function between `x` and the nearer pole
  rcases le_total 0 x with h0 | h0
  · refine eq_zero_of_sonin_const hc.ne' h hx.2 (k := sonin c p x)
      fun y hy => le_antisymm ?_ ?_
    · exact (sonin_le_max hc h ⟨by linarith [hy.1], hy.2.le⟩).trans hmax
    · exact sonin_monotoneOn hc h (Set.mem_Ici.2 h0)
        (Set.mem_Ici.2 (h0.trans hy.1.le)) hy.1.le
  · refine eq_zero_of_sonin_const hc.ne' h hx.1 (k := sonin c p x)
      fun y hy => le_antisymm ?_ ?_
    · exact (sonin_le_max hc h ⟨hy.1.le, by linarith [hy.2]⟩).trans hmax
    · exact sonin_antitoneOn hc h (Set.mem_Iic.2 (hy.2.le.trans h0))
        (Set.mem_Iic.2 h0) hy.2.le

end

end LegendreSoninBound
```

## The s state as a counter-example

The strict bound fails if \(c=0\) is admitted. The constant polynomial \(p=1\) is nonzero and solves the equation with \(c=0\), but \(p(x)^2=1=M\) at every point, so no interior value lies below the endpoint values. This is the s state, whose angular density has no preferred direction. The example does not touch the weak bound, which a constant satisfies with equality.

```lean
#print axioms LegendreSoninBound.hasDerivAt_sonin
#print axioms LegendreSoninBound.slope_sq_le
#print axioms LegendreSoninBound.sq_le_sq_of_critical
#print axioms LegendreSoninBound.sq_lt_max_poles
```

```
'LegendreSoninBound.hasDerivAt_sonin' depends on axioms: [propext, Classical.choice, Quot.sound]
'LegendreSoninBound.slope_sq_le' depends on axioms: [propext, Classical.choice, Quot.sound]
'LegendreSoninBound.sq_le_sq_of_critical' depends on axioms: [propext, Classical.choice, Quot.sound]
'LegendreSoninBound.sq_lt_max_poles' depends on axioms: [propext, Classical.choice, Quot.sound]
```
